# For projections A with A†A positive definite, A(A†A)^(−1/2) is the unique nearest matrix with orthonormal columns in the Frobenius norm

## Is the orthonormalised projection the closest one?

When I set up a Wannier-function calculation, I project m trial orbitals onto n Bloch states at each k-point and then orthonormalise the resulting n × m matrix A. The recipe is Löwdin's: take the positive square root S of A†A and replace A by U = A S⁻¹. I have always been told that this changes the projections as little as possible. More precisely, if A†A is positive definite, no other matrix V with V†V = 1 should be as close to A, when distance is measured by the sum of squared moduli of the entries.

I would like to see this proved with every step written out, including the claim that U is the only minimiser, and I would like the proof to be machine-checked. Can that be done without assuming anything about S beyond its definition?

## Any other choice costs an extra squared norm

Yes. The squared distance from A to V can be written exactly as the squared minimal distance plus a term that is visibly nonnegative, and both optimality and uniqueness can be read off from that term.

**The square root and the orthonormal columns.** Write the Bloch states as ψᵢ and the trial orbitals as gⱼ, so that Aᵢⱼ = ⟨ψᵢ|gⱼ⟩. The matrix S is positive semidefinite with S² = A†A. If S x = 0, then A†A x = 0, and positive definiteness gives x = 0. So S is invertible, hence positive definite, and U = A S⁻¹ makes sense. Since S is Hermitian,

U†U = S⁻¹ A†A S⁻¹ = S⁻¹ S S S⁻¹ = 1,

and multiplying U by S from the right gives

A = U S.

**The distance as a trace.** Let frob(M) be the square root of the sum of all |Mᵢⱼ|². Then

frob(M)² = tr(M†M).

Take any V with V†V = 1. Inserting A = U S and using U†U = 1,

(A − V)†(A − V) = S² − S U†V − V†U S + 1.

Cyclicity of the trace turns tr(V†U S) into tr(S V†U), so

frob(A − V)² = tr(S²) − tr(S U†V) − tr(S V†U) + tr(1).

For V = U both middle terms equal tr(S), and

frob(A − U)² = tr(S²) − 2 tr(S) + tr(1).

The difference of the two squared distances is therefore

frob(A − V)² − frob(A − U)² = 2 tr(S) − tr(S U†V) − tr(S V†U).

**The difference is a squared norm.** Let R be the positive square root of S. It is positive definite by the same argument as before. Because U and V both have orthonormal columns,

(U − V)†(U − V) = 2 − U†V − V†U.

Multiplying by R on both sides, taking the trace and using R² = S gives

frob((U − V)R)² = tr(R(2 − U†V − V†U)R) = 2 tr(S) − tr(S U†V) − tr(S V†U).

This is the difference found above, so

frob(A − V)² = frob(A − U)² + frob((U − V)R)².

The last term is nonnegative, which proves that U is optimal. If V is equally close, the last term is zero, so (U − V)R = 0. Multiplying by R⁻¹ from the right gives V = U.

**The size of the minimum and the choice of Bloch states.** From A = U S we get A − U = U(S − 1), and U†U = 1 then gives

frob(A − U) = frob(S − 1).

The minimal distance is thus fixed by the overlap matrix A†A alone. If a unitary Q changes the Bloch states so that A becomes QA, then (QA)†(QA) = A†A. The root S stays the same, and U becomes QU.

Here is the complete Lean file.

```lean
import Mathlib

open Matrix
open scoped ComplexOrder MatrixOrder

namespace LowdinGauge

noncomputable section

/-- The Frobenius norm of a complex matrix: the root of the sum of all squared moduli. -/
def frob {n m : Type*} [Fintype n] [Fintype m] (M : Matrix n m ℂ) : ℝ :=
  √(∑ i, ∑ j, ‖M i j‖ ^ 2)

/-- The positive square root `S` of the overlap matrix `Aᴴ A` of the projected orbitals. -/
def overlapRoot {n m : Type*} [Fintype n] [Fintype m] [DecidableEq m]
    (A : Matrix n m ℂ) : Matrix m m ℂ :=
  CFC.sqrt (Aᴴ * A)

/-- The matrix `U = A S⁻¹`, which is the Löwdin orthonormalisation of `A` when `Aᴴ A` is positive
definite. -/
def lowdin {n m : Type*} [Fintype n] [Fintype m] [DecidableEq m]
    (A : Matrix n m ℂ) : Matrix n m ℂ :=
  A * (overlapRoot A)⁻¹

variable {n m : Type*} [Fintype n] [Fintype m]

/-- The squared Frobenius norm is the real part of the trace of the Gram matrix `Mᴴ M`. -/
theorem frob_sq (M : Matrix n m ℂ) : frob M ^ 2 = (Matrix.trace (Mᴴ * M)).re := by
  unfold frob
  rw [Real.sq_sqrt (by positivity), Finset.sum_comm]
  simp only [Matrix.trace, Matrix.diag_apply, Matrix.mul_apply, Matrix.conjTranspose_apply,
    Complex.re_sum]
  refine Finset.sum_congr rfl fun j _ => Finset.sum_congr rfl fun i _ => ?_
  rw [Complex.sq_norm, Complex.normSq_apply]
  simp [Complex.mul_re]

private lemma frob_nonneg (M : Matrix n m ℂ) : 0 ≤ frob M := Real.sqrt_nonneg _

private lemma eq_zero_of_frob {M : Matrix n m ℂ} (h : frob M = 0) : M = 0 := by
  have h0 : ∑ i, ∑ j, ‖M i j‖ ^ 2 = 0 := (Real.sqrt_eq_zero (by positivity)).1 h
  ext i j
  have h1 : ∑ j, ‖M i j‖ ^ 2 = 0 :=
    (Finset.sum_eq_zero_iff_of_nonneg (fun i _ => by positivity)).1 h0 i (Finset.mem_univ i)
  have h2 : ‖M i j‖ ^ 2 = 0 :=
    (Finset.sum_eq_zero_iff_of_nonneg (fun j _ => by positivity)).1 h1 j (Finset.mem_univ j)
  simpa using h2

variable [DecidableEq m]

private lemma sqrt_spec {P : Matrix m m ℂ} (hP : P.PosDef) :
    (CFC.sqrt P).PosDef ∧ CFC.sqrt P * CFC.sqrt P = P := by
  have h0 : 0 ≤ P := Matrix.nonneg_iff_posSemidef.2 hP.posSemidef
  have hs : CFC.sqrt P * CFC.sqrt P = P := CFC.sqrt_mul_sqrt_self P h0
  have hp : (CFC.sqrt P).PosSemidef := Matrix.nonneg_iff_posSemidef.1 (CFC.sqrt_nonneg P)
  have hu : IsUnit (CFC.sqrt P * CFC.sqrt P) := by
    rw [hs]
    exact hP.isUnit
  exact ⟨hp.posDef_iff_isUnit.2 ((Commute.refl (CFC.sqrt P)).isUnit_mul_iff.1 hu).1, hs⟩

private lemma det_unit {P : Matrix m m ℂ} (hP : P.PosDef) : IsUnit P.det :=
  (Matrix.isUnit_iff_isUnit_det P).1 hP.isUnit

/-- If the overlap matrix `Aᴴ A` is positive definite, then `S` is positive definite and squares to
`Aᴴ A`. -/
theorem overlapRoot_spec {A : Matrix n m ℂ} (hA : (Aᴴ * A).PosDef) :
    (overlapRoot A).PosDef ∧ overlapRoot A * overlapRoot A = Aᴴ * A :=
  sqrt_spec hA

/-- Polar decomposition of the projections: if `Aᴴ A` is positive definite, then `U` has orthonormal
columns and `U S = A`. -/
theorem lowdin_polar {A : Matrix n m ℂ} (hA : (Aᴴ * A).PosDef) :
    (lowdin A)ᴴ * lowdin A = 1 ∧ lowdin A * overlapRoot A = A := by
  obtain ⟨hS, hSS⟩ := overlapRoot_spec hA
  have hd := det_unit hS
  constructor
  · unfold lowdin
    rw [Matrix.conjTranspose_mul, Matrix.conjTranspose_nonsing_inv, hS.isHermitian.eq]
    calc (overlapRoot A)⁻¹ * Aᴴ * (A * (overlapRoot A)⁻¹)
        = (overlapRoot A)⁻¹ * (Aᴴ * A) * (overlapRoot A)⁻¹ := by
          simp only [Matrix.mul_assoc]
      _ = ((overlapRoot A)⁻¹ * overlapRoot A) * (overlapRoot A * (overlapRoot A)⁻¹) := by
          rw [← hSS]
          simp only [Matrix.mul_assoc]
      _ = 1 := by
          rw [Matrix.nonsing_inv_mul _ hd, Matrix.mul_nonsing_inv _ hd, Matrix.one_mul]
  · unfold lowdin
    rw [Matrix.mul_assoc, Matrix.nonsing_inv_mul _ hd, Matrix.mul_one]

private lemma gram_sub {U V : Matrix n m ℂ} {P Q : Matrix m m ℂ} (hP : Pᴴ = P) (hQ : Qᴴ = Q)
    (hU : Uᴴ * U = 1) (hV : Vᴴ * V = 1) :
    (U * P - V * Q)ᴴ * (U * P - V * Q)
      = P * P - P * (Uᴴ * V) * Q - Q * (Vᴴ * U) * P + Q * Q := by
  have hU' : ∀ X : Matrix m m ℂ, Uᴴ * (U * X) = X := fun X => by
    rw [← Matrix.mul_assoc, hU, Matrix.one_mul]
  have hV' : ∀ X : Matrix m m ℂ, Vᴴ * (V * X) = X := fun X => by
    rw [← Matrix.mul_assoc, hV, Matrix.one_mul]
  simp only [Matrix.conjTranspose_sub, Matrix.conjTranspose_mul, hP, hQ, Matrix.sub_mul,
    Matrix.mul_sub, Matrix.mul_assoc, hU', hV']
  abel

/-- Excess formula, for `Aᴴ A` positive definite: the squared distance from `A` to an orthonormal
frame `V` is the squared distance to the Löwdin frame `U` plus the squared norm of `(U - V)
S^(1/2)`. -/
theorem frob_excess {A V : Matrix n m ℂ} (hA : (Aᴴ * A).PosDef) (hV : Vᴴ * V = 1) :
    frob (A - V) ^ 2 = frob (A - lowdin A) ^ 2
      + frob ((lowdin A - V) * CFC.sqrt (overlapRoot A)) ^ 2 := by
  obtain ⟨hS, -⟩ := overlapRoot_spec hA
  obtain ⟨hR, hRR⟩ := sqrt_spec hS
  obtain ⟨hU, hUS⟩ := lowdin_polar hA
  -- the three Gram matrices
  have h1 := gram_sub hS.isHermitian.eq Matrix.conjTranspose_one hU hV
  have h2 := gram_sub hS.isHermitian.eq Matrix.conjTranspose_one hU hU
  have h3 := gram_sub hR.isHermitian.eq hR.isHermitian.eq hU hV
  simp only [hUS, hU, Matrix.mul_one, Matrix.one_mul] at h1 h2
  -- cyclicity of the trace joins the two factors S^(1/2)
  have t1 : ∀ Y : Matrix m m ℂ, Matrix.trace (CFC.sqrt (overlapRoot A) * Y *
      CFC.sqrt (overlapRoot A)) = Matrix.trace (overlapRoot A * Y) := fun Y => by
    rw [Matrix.trace_mul_comm, ← Matrix.mul_assoc, hRR]
  rw [frob_sq, frob_sq, frob_sq, Matrix.sub_mul, h1, h2, h3, ← Complex.add_re]
  congr 1
  simp only [Matrix.trace_add, Matrix.trace_sub, t1, hRR]
  rw [Matrix.trace_mul_comm (Vᴴ * lowdin A) (overlapRoot A)]
  ring

/-- Löwdin optimality: if `Aᴴ A` is positive definite, then `U = A S⁻¹` has orthonormal columns, and
among all matrices `V` with orthonormal columns it is the unique one closest to `A` in the Frobenius
norm. -/
theorem lowdin_optimal {A : Matrix n m ℂ} (hA : (Aᴴ * A).PosDef) :
    (lowdin A)ᴴ * lowdin A = 1 ∧
      ∀ V : Matrix n m ℂ, Vᴴ * V = 1 →
        frob (A - lowdin A) ≤ frob (A - V) ∧
          (frob (A - V) = frob (A - lowdin A) ↔ V = lowdin A) := by
  refine ⟨(lowdin_polar hA).1, fun V hV => ?_⟩
  have hex := frob_excess hA hV
  refine ⟨?_, fun h => ?_, fun h => by rw [h]⟩
  · by_contra hlt
    have hlt' := not_le.1 hlt
    nlinarith [frob_nonneg (A - V), frob_nonneg (A - lowdin A),
      sq_nonneg (frob ((lowdin A - V) * CFC.sqrt (overlapRoot A)))]
  · -- equal distances force the excess to vanish, and S^(1/2) can be cancelled
    rw [h] at hex
    have hz : frob ((lowdin A - V) * CFC.sqrt (overlapRoot A)) ^ 2 = 0 := by linarith
    have h0 := eq_zero_of_frob (pow_eq_zero_iff (two_ne_zero)|>.1 hz)
    have hd := det_unit (sqrt_spec (overlapRoot_spec hA).1).1
    have h1 : lowdin A - V = 0 := by
      calc lowdin A - V = (lowdin A - V) * CFC.sqrt (overlapRoot A)
            * (CFC.sqrt (overlapRoot A))⁻¹ := by
            rw [Matrix.mul_assoc, Matrix.mul_nonsing_inv _ hd, Matrix.mul_one]
        _ = 0 := by rw [h0, Matrix.zero_mul]
    exact (sub_eq_zero.1 h1).symm

/-- If `Aᴴ A` is positive definite, the distance from `A` to its Löwdin frame equals the distance
from `S` to the identity. -/
theorem lowdin_distance {A : Matrix n m ℂ} (hA : (Aᴴ * A).PosDef) :
    frob (A - lowdin A) = frob (overlapRoot A - 1) := by
  obtain ⟨hU, hUS⟩ := lowdin_polar hA
  have hfac : A - lowdin A = lowdin A * (overlapRoot A - 1) := by
    rw [Matrix.mul_sub, hUS, Matrix.mul_one]
  refine (sq_eq_sq₀ (frob_nonneg _) (frob_nonneg _)).1 ?_
  rw [hfac, frob_sq, frob_sq, Matrix.conjTranspose_mul, Matrix.mul_assoc,
    ← Matrix.mul_assoc (lowdin A)ᴴ, hU, Matrix.one_mul]

/-- Gauge covariance: a unitary change `Q` of the Bloch states, which turns `A` into `Q A`,
turns the Löwdin frame `U` into `Q U`. -/
theorem lowdin_covariant [DecidableEq n] (A : Matrix n m ℂ) {Q : Matrix n n ℂ}
    (hQ : Qᴴ * Q = 1) : lowdin (Q * A) = Q * lowdin A := by
  have h : (Q * A)ᴴ * (Q * A) = Aᴴ * A := by
    rw [Matrix.conjTranspose_mul, Matrix.mul_assoc, ← Matrix.mul_assoc Qᴴ, hQ, Matrix.one_mul]
  unfold lowdin overlapRoot
  rw [h, Matrix.mul_assoc]

end

end LowdinGauge
```

```lean
#print axioms LowdinGauge.lowdin_optimal
#print axioms LowdinGauge.lowdin_distance
#print axioms LowdinGauge.lowdin_covariant
```

```
'LowdinGauge.lowdin_optimal' depends on axioms: [propext, Classical.choice, Quot.sound]
'LowdinGauge.lowdin_distance' depends on axioms: [propext, Classical.choice, Quot.sound]
'LowdinGauge.lowdin_covariant' depends on axioms: [propext, Classical.choice, Quot.sound]
```

## What the theorems say about the projections

The main theorem is `lowdin_optimal`. In words: if `Aᴴ * A` is positive definite, then `lowdin A` has orthonormal columns, and for every `V` with `Vᴴ * V = 1` its distance to `A` is at most that of `V`. The two distances are equal if and only if `V = lowdin A`.

The symbols `n` and `m` are finite index types, which label the Bloch states and the trial orbitals at one k-point. `Aᴴ` is A†. `frob` is the norm used above, defined directly from the entries. `overlapRoot A` is S, defined as `CFC.sqrt (Aᴴ * A)`, the square root that Mathlib constructs by the functional calculus. Its existence and its properties are therefore derived, which answers your last question. `lowdin A` is U.

The competitors `V` are all matrices with orthonormal columns, of the same shape as A. When there are more bands than orbitals, as in disentanglement, they may span any m-dimensional subspace of the band space, so the comparison covers the choice of subspace as well as the rotation within it.

The hypothesis `(Aᴴ * A).PosDef` says that the trial orbitals remain linearly independent after projection: no nontrivial combination of them is orthogonal to all the chosen Bloch states. It fails, for example, when a trial orbital has a symmetry that none of the chosen bands at that k-point contains. If there are at least as many bands as orbitals, a closest matrix with orthonormal columns still exists in such a case, but it is not unique, and the formula A S⁻¹ no longer defines one.

If the Bloch states are orthonormal, `Aᴴ * A` is the overlap matrix of the projected orbitals, and `frob (A - V)` has a direct meaning. Its square is the sum over j of the squared distances between the projected orbital gⱼ and the state Σᵢ ψᵢ Vᵢⱼ. In that sense, the initial gauge U stays as close as possible to the trial orbitals, within the chosen set of bands and at one k-point at a time. The theorem does not address the spread of the Wannier functions, the smoothness of U as a function of k, or the quality of the trial orbitals.

Two further theorems cover the last part of the derivation. `lowdin_distance` states that the minimal distance is `frob (overlapRoot A - 1)`. `lowdin_covariant` states that `lowdin (Q * A) = Q * lowdin A` whenever `Qᴴ * Q = 1`. It needs no positivity hypothesis, because Lean assigns the value zero to the inverse of a singular matrix, and both sides are then zero.

## How the Lean proof follows the derivation

**Norm and trace.** `frob_sq` proves that frob(M)² is the real part of tr(M†M), which is the formula used above because this trace is real. The definition sums over rows first and the trace over columns first, so `Finset.sum_comm` exchanges the sums before the entries are compared. `frob_nonneg` records that the norm is nonnegative. `eq_zero_of_frob` shows that a matrix of norm zero is zero, since a vanishing sum of nonnegative terms has only vanishing terms.

**Square roots.** `sqrt_spec` treats any positive definite matrix P. It shows that the root of P squares to P and is itself positive definite. The functional calculus supplies a positive semidefinite root. The product of the root with itself is P, which is invertible, so the root is invertible too, and this upgrades semidefinite to definite. The lemma is applied to two matrices: to A†A, whose root is S (`overlapRoot_spec`), and to S, whose root is R. `det_unit` turns positive definiteness into an invertible determinant, the form in which the cancellation rules for matrix inverses expect it.

**Polar decomposition.** `lowdin_polar` proves U†U = 1 and U S = A. Its `calc` block is the chain S⁻¹ A†A S⁻¹ = S⁻¹ S S S⁻¹ = 1 from above.

**One expansion for three Gram matrices.** `gram_sub` expands (UP − VQ)†(UP − VQ) for Hermitian P and Q and for U and V with orthonormal columns. `frob_excess` uses it three times:

- With P = S and Q = 1 it gives the Gram matrix of A − V.
- With the same P and Q, and U in place of V, it gives that of A − U.
- With P = Q = R it gives that of (U − V)R.

The auxiliary statement `t1` is the cyclic step tr(R Y R) = tr(S Y). Once all three norms have been rewritten as traces, one more cyclic exchange brings V†U S into the order S V†U, and `ring` confirms that the two sides agree.

**Optimality and uniqueness.** In `lowdin_optimal` the inequality is proved by contradiction. If V were strictly closer than U, the excess formula would be violated, and `nlinarith` finds this from the nonnegativity of the norms and of the excess. For uniqueness, equal distances are substituted into the excess formula, which forces frob((U − V)R)² = 0. Then `eq_zero_of_frob` gives (U − V)R = 0, and the final `calc` block multiplies by R⁻¹.

**Distance and covariance.** `lowdin_distance` factors A − U as U(S − 1) and removes U†U = 1 inside the trace. `lowdin_covariant` shows that the overlap matrix is unchanged by Q, after which the two sides differ only in bracketing.

## Passing S in as an argument

The statement could also have been modelled with S as a variable, together with the hypotheses that S is positive definite and that S² = A†A. The positivity of A†A would then follow from these hypotheses, and the theorem would apply directly to a root obtained by any route, such as diagonalising the overlap matrix. In exchange, the theorem would no longer show that such an S exists, and whoever applied it would have to supply one. The mathematical content would otherwise be the same, because a positive definite matrix has only one positive square root. The excess formula as written here contains the root of S, so this particular proof would still use the functional calculus. Writing the excess as tr((U − V)S(U − V)†) would avoid that root.
